# A quantity additive up to a bounded error has a limit per unit length

Let `f n` be a real quantity assigned to a system of length `n`, such as the energy of a finite chain, and suppose that joining lengths `n` and `m` changes the sum `f n + f m` by at most a constant `C` in absolute value. The lemma states that `f n / n` then tends to a finite limit `φ` as `n` grows, and that `φ ≤ (f n + C) / n` for every `n ≥ 1`. Nothing else is assumed of `f`; no Hamiltonian enters the statement. The proof notes that `f n + C` is subadditive, shows by induction a linear lower bound that keeps the limit finite, and applies Mathlib's results on subadditive sequences. The shift `C / n` tends to zero, so it does not alter the limit.

The first attempt, which Lean rejects:

```lean
import Mathlib

open Filter Topology

namespace LimitLeOfAlmostAdditive

noncomputable section

/-- A real sequence that is additive up to an error `C` has a limit per unit length, and
this limit is at most `(f n + C) / n` for every `n ≥ 1`. -/
theorem limit_le_of_almost_additive (f : ℕ → ℝ) (C : ℝ)
    (h : ∀ n m, |f (n + m) - f n - f m| ≤ C) :
    ∃ φ : ℝ, Tendsto (fun n : ℕ => f n / n) atTop (𝓝 φ) ∧
      ∀ n : ℕ, 1 ≤ n → φ ≤ (f n + C) / n := by
  have hsub : Subadditive (fun n => f n + C) := fun m n => by
    have := (abs_le.mp (h m n)).2
    show f (m + n) + C ≤ f m + C + (f n + C)
    linarith
  -- a linear lower bound keeps the limit finite
  have hlow : ∀ n : ℕ, (n : ℝ) * (f 1 - C) ≤ f n + C := by
    intro n
    induction n with
    | zero =>
      have := (abs_le.mp (h 0 0)).1
      simp only [add_zero] at this
      rw [Nat.cast_zero, zero_mul]
      linarith
    | succ k ih =>
      have := (abs_le.mp (h k 1)).1
      push_cast
      linarith
  have hbdd : BddBelow (Set.range fun n : ℕ => (f n + C) / (n : ℝ)) := by
    refine ⟨min 0 (f 1 - C), ?_⟩
    rintro _ ⟨n, rfl⟩
    rcases Nat.eq_zero_or_pos n with rfl | hn
    · simp
    · have hn' : (0 : ℝ) < n := Nat.cast_pos.mpr hn
      exact (min_le_right _ _).trans ((le_div_iff₀ hn').mpr (by linarith [hlow n]))
  refine ⟨hsub.lim, ?_, fun n hn => hsub.lim_le_div hbdd (by omega)⟩
  have h1 := (hsub.tendsto_lim hbdd).sub (tendsto_const_div_atTop_nhds_zero_nat C)
  rw [sub_zero] at h1
  refine h1.congr fun n => ?_
  show (f n + C) / (n : ℝ) - C / n = f n / n
  ring

end

end LimitLeOfAlmostAdditive
```

Messages:

```
Main.lean:27:6: error: linarith failed to find a contradiction
case zero
f : ℕ → ℝ
C : ℝ
h : ∀ (n m : ℕ), |f (n + m) - f n - f m| ≤ C
hsub : Subadditive fun n => f n + C
this : -C ≤ f 0 - f 0 - f 0
a✝ : f 0 + C < 0
⊢ False
failed
```

Diagnosis. The error is in the base case of the induction for the lower bound `hlow`. There the goal has become `0 ≤ f 0 + C`, and `linarith` assumes its negation, `f 0 + C < 0`, and looks for a contradiction.

The hypothesis it was given, `this : -C ≤ f 0 - f 0 - f 0`, is the wrong half of the absolute-value bound. The right-hand side is just `-f 0`, so `this` says `f 0 ≤ C`, an upper bound on `f 0`, where the goal needs the lower bound `-C ≤ f 0`. The two assumptions are compatible: `f 0 = -1` and `C = 0` satisfy both. The full bound `h` is still in the context, but `linarith` does not instantiate it at `0 0` or split its absolute value.

The repair takes `.2` of `abs_le.mp (h 0 0)` instead of `.1`. This gives `f 0 - f 0 - f 0 ≤ C`, that is `-f 0 ≤ C`, which is the goal rearranged, so `linarith` can close it.

This version goes through:

```diff
@@ -22,5 +22,5 @@
     induction n with
     | zero =>
-      have := (abs_le.mp (h 0 0)).1
+      have := (abs_le.mp (h 0 0)).2
       simp only [add_zero] at this
       rw [Nat.cast_zero, zero_mul]
```
